# Comparison principle and Dirichlet uniqueness for the one-dimensional Poisson-Boltzmann equation

An electrolyte in equilibrium with a bulk reservoir fills the gap 0 ≤ x ≤ L between two flat electrodes held at fixed potentials relative to that reservoir. In mean-field theory for point ions in a solvent of uniform permittivity, the reduced potential ψ = zeΦ/(k_B T), with Φ the electrostatic potential measured from the reservoir, ±ze the ion charges and k_B T the thermal energy, obeys

ψ'' = κ² sinh ψ

where κ is the inverse Debye length of the reservoir. The equation is nonlinear, so it is not evident that the wall values determine the profile a solver should find.

## Ordered walls give ordered profiles

Let f(x, y) be nondecreasing in y for each x in (0, L), and let u, v be continuous on [0, L] and twice differentiable inside. Then

u'' ≥ f(x, u), v'' ≤ f(x, v), u(0) ≤ v(0), u(L) ≤ v(L) ⟹ u ≤ v on [0, L].

Solutions satisfy both inequalities, so two solutions with equal wall values coincide. Monotonicity says that raising the local potential never raises the local charge density.

## Use in a solver

For the planar, point-ion, fixed-potential model, runs from different initial guesses have at most one continuum profile to approximate, raising a wall potential cannot lower the solution anywhere, and a subsolution lying at or below the wall values and a supersolution lying at or above them bracket it throughout. If φ solves the Debye-Hückel equation φ'' = κ²φ and 0 ≤ ψ ≤ φ at both walls, then 0 ≤ ψ ≤ φ throughout, which a code can test.

Take κ = 1, L = ln 2 and the Gouy-Chapman profile with parameter γ = 1/2:

ψ = 2 ln((1 + t)/(1 − t)), t = γ exp(−κx).

At the walls t = 1/2 and 1/4, so ψ(0) = 2 ln 3 ≈ 2.197 and ψ(L) = 2 ln(5/3) ≈ 1.022. At the midpoint t ≈ 0.3536 and ψ ≈ 1.478. The Debye-Hückel solution with the same wall values has

φ(L/2) = (ψ(0) + ψ(L))/(2 cosh(L/2)) ≈ 3.219/2.121 ≈ 1.517,

above 1.478 as required. These numbers are ordinary arithmetic and do not come from the Lean file.

## Convexity on the region where u exceeds v

Put w = u − v, so w ≤ 0 at both walls, and suppose w(x) > 0 for some x. The points of [0, x] with w ≤ 0 form a nonempty compact set with a largest element a; likewise [x, L] has a smallest such point b. On (a, b) we have u > v, hence

w'' ≥ f(·, u) − f(·, v) ≥ 0.

So w is convex on [a, b] and

w(x) ≤ max(w(a), w(b)) ≤ 0,

a contradiction. Convexity is used because w'' ≥ 0 at an interior maximum alone is compatible with w'' = 0 there.

The function κ² sinh ψ is nondecreasing. For a mixture with valences zᵢ, scaled bulk concentrations cᵢ ≥ 0 and scaled fixed charge ρ(x), with ψ now standing for eΦ/(k_B T),

f = −Σᵢ cᵢ zᵢ exp(−zᵢψ) − ρ(x),

and zᵢ exp(−zᵢψ) is nonincreasing in ψ for either sign of zᵢ. For the bound, the zero profile is a subsolution, giving ψ ≥ 0; then sinh ψ ≥ ψ gives ψ'' ≥ κ²ψ, and comparison for the linear source gives ψ ≤ φ. For Gouy-Chapman, t' = −κt yields

ψ' = −4κt/(1 − t²), ψ'' = 4κ²t(1 + t²)/(1 − t²)² = κ² sinh ψ,

the last step from exp ψ = ((1 + t)/(1 − t))².

```lean
import Mathlib

open Set

namespace PoissonBoltzmannComparison

noncomputable section

/-- The profile `u` is continuous on `[0, L]` and twice differentiable inside, with second
derivative `c`. -/
def HasCurvature (L : ℝ) (u c : ℝ → ℝ) : Prop :=
  ContinuousOn u (Icc 0 L) ∧
    ∃ u' : ℝ → ℝ, ∀ x ∈ Ioo 0 L, HasDerivAt u (u' x) x ∧ HasDerivAt u' (c x) x

/-- The profile `u` solves `u'' = f(x, u)` in the slab `[0, L]`. -/
def IsSolution (f : ℝ → ℝ → ℝ) (L : ℝ) (u : ℝ → ℝ) : Prop :=
  HasCurvature L u (fun x => f x (u x))

/-- The profile `u` satisfies `u'' ≥ f(x, u)` in the slab. -/
def IsSubsolution (f : ℝ → ℝ → ℝ) (L : ℝ) (u : ℝ → ℝ) : Prop :=
  ∃ c, HasCurvature L u c ∧ ∀ x ∈ Ioo 0 L, f x (u x) ≤ c x

/-- The profile `v` satisfies `v'' ≤ f(x, v)` in the slab. -/
def IsSupersolution (f : ℝ → ℝ → ℝ) (L : ℝ) (v : ℝ → ℝ) : Prop :=
  ∃ c, HasCurvature L v c ∧ ∀ x ∈ Ioo 0 L, c x ≤ f x (v x)

/-- Poisson-Boltzmann source `κ² sinh ψ` of a symmetric electrolyte, with `ψ` the reduced
potential and `κ` the inverse Debye length. -/
def pbSource (κ : ℝ) (_x ψ : ℝ) : ℝ := κ ^ 2 * Real.sinh ψ

/-- Linearised (Debye-Hückel) source `κ² ψ`. -/
def dhSource (κ : ℝ) (_x ψ : ℝ) : ℝ := κ ^ 2 * ψ

/-- Minus the reduced charge density of Boltzmann-distributed ions with valences `z i` and bulk
concentrations `c i`, together with a fixed charge density `ρ x`. -/
def ionSource {ι : Type*} [Fintype ι] (z c : ι → ℝ) (ρ : ℝ → ℝ) (x ψ : ℝ) : ℝ :=
  -(∑ i, c i * (z i * Real.exp (-(z i * ψ)))) - ρ x

/-- The decaying amplitude `γ exp(-κ x)`. -/
def amplitude (κ γ x : ℝ) : ℝ := γ * Real.exp (-κ * x)

/-- The Gouy-Chapman profile `2 log((1 + t)/(1 - t))` with `t = γ exp(-κ x)`, written as a
difference of logarithms. -/
def gouyChapman (κ γ x : ℝ) : ℝ :=
  2 * (Real.log (1 + amplitude κ γ x) - Real.log (1 - amplitude κ γ x))

/-- Weak maximum principle: a profile with `w'' ≥ 0` wherever `w > 0`, and `w ≤ 0` at both
walls, is nonpositive throughout. -/
theorem weak_maximum_principle {L : ℝ} {w c : ℝ → ℝ} (h : HasCurvature L w c)
    (hc : ∀ x ∈ Ioo 0 L, 0 < w x → 0 ≤ c x) (h0 : w 0 ≤ 0) (hL : w L ≤ 0) :
    ∀ x ∈ Icc 0 L, w x ≤ 0 := by
  intro x hx
  by_contra hneg
  have hpos : 0 < w x := not_le.mp hneg
  obtain ⟨hcont, w', hd⟩ := h
  have key : ∀ p q : ℝ, 0 ≤ p → q ≤ L → IsCompact (Icc p q ∩ w ⁻¹' Iic 0) :=
    fun p q hp hq => isCompact_Icc.of_isClosed_subset
      ((hcont.mono (Icc_subset_Icc hp hq)).preimage_isClosed_of_isClosed
        isClosed_Icc isClosed_Iic) inter_subset_left
  -- nearest points to the left and to the right of `x` where `w ≤ 0`
  obtain ⟨a, ⟨⟨ha0, hax⟩, hwa⟩, hamax⟩ :=
    (key 0 x le_rfl hx.2).exists_isGreatest ⟨0, ⟨le_rfl, hx.1⟩, h0⟩
  obtain ⟨b, ⟨⟨hxb, hbL⟩, hwb⟩, hbmin⟩ :=
    (key x L hx.1 le_rfl).exists_isLeast ⟨L, ⟨hx.2, le_rfl⟩, hL⟩
  have hin : ∀ y ∈ interior (Icc a b), y ∈ Ioo 0 L ∧ 0 < w y := by
    intro y hy
    rw [interior_Icc] at hy
    refine ⟨⟨lt_of_le_of_lt ha0 hy.1, lt_of_lt_of_le hy.2 hbL⟩, ?_⟩
    by_contra hn
    have hn' : w y ≤ 0 := not_lt.mp hn
    rcases le_total y x with hyx | hxy
    · have : y ≤ a := hamax ⟨⟨ha0.trans hy.1.le, hyx⟩, hn'⟩
      exact absurd this (not_le.mpr hy.1)
    · have : b ≤ y := hbmin ⟨⟨hxy, hy.2.le.trans hbL⟩, hn'⟩
      exact absurd this (not_le.mpr hy.2)
  -- between them `w` is convex, hence below its end values
  have hconv : ConvexOn ℝ (Icc a b) w :=
    convexOn_of_hasDerivWithinAt2_nonneg (f' := w') (f'' := c) (convex_Icc a b)
      (hcont.mono (Icc_subset_Icc ha0 hbL))
      (fun y hy => (hd y (hin y hy).1).1.hasDerivWithinAt)
      (fun y hy => (hd y (hin y hy).1).2.hasDerivWithinAt)
      (fun y hy => hc y (hin y hy).1 (hin y hy).2)
  have hab : a ≤ b := hax.trans hxb
  have hseg : x ∈ segment ℝ a b := by
    rw [segment_eq_Icc hab]
    exact ⟨hax, hxb⟩
  have hle : w x ≤ max (w a) (w b) := hconv.le_on_segment ⟨le_rfl, hab⟩ ⟨hab, le_rfl⟩ hseg
  have hmax : max (w a) (w b) ≤ 0 := max_le hwa hwb
  linarith

/-- For a source nondecreasing in the potential, a subsolution lying below a supersolution at
both walls lies below it throughout. -/
theorem comparison_sub_super {f : ℝ → ℝ → ℝ} {L : ℝ} {u v : ℝ → ℝ}
    (hf : ∀ x ∈ Ioo 0 L, Monotone (f x)) (hu : IsSubsolution f L u)
    (hv : IsSupersolution f L v) (h0 : u 0 ≤ v 0) (hL : u L ≤ v L) :
    ∀ x ∈ Icc 0 L, u x ≤ v x := by
  obtain ⟨cu, ⟨hu0, u', hu1⟩, hu2⟩ := hu
  obtain ⟨cv, ⟨hv0, v', hv1⟩, hv2⟩ := hv
  have hw : HasCurvature L (fun x => u x - v x) (fun x => cu x - cv x) :=
    ⟨hu0.sub hv0, fun x => u' x - v' x, fun x hx =>
      ⟨(hu1 x hx).1.fun_sub (hv1 x hx).1, (hu1 x hx).2.fun_sub (hv1 x hx).2⟩⟩
  -- where `u > v`, monotonicity gives `u'' - v'' ≥ f(u) - f(v) ≥ 0`
  have hc : ∀ x ∈ Ioo 0 L, 0 < u x - v x → 0 ≤ cu x - cv x := by
    intro x hx hpos
    have : f x (v x) ≤ f x (u x) := hf x hx (by linarith)
    linarith [hu2 x hx, hv2 x hx]
  intro x hx
  exact sub_nonpos.mp
    (weak_maximum_principle hw hc (sub_nonpos.mpr h0) (sub_nonpos.mpr hL) x hx)

/-- Comparison principle: two solutions of `u'' = f(x, u)` with `f` nondecreasing in the
potential that are ordered at both walls are ordered throughout. -/
theorem comparison_principle {f : ℝ → ℝ → ℝ} {L : ℝ} {u v : ℝ → ℝ}
    (hf : ∀ x ∈ Ioo 0 L, Monotone (f x)) (hu : IsSolution f L u) (hv : IsSolution f L v)
    (h0 : u 0 ≤ v 0) (hL : u L ≤ v L) : ∀ x ∈ Icc 0 L, u x ≤ v x :=
  comparison_sub_super hf ⟨_, hu, fun _ _ => le_rfl⟩ ⟨_, hv, fun _ _ => le_rfl⟩ h0 hL

/-- For a source nondecreasing in the potential, two solutions with the same wall values
coincide on the slab. -/
theorem dirichlet_unique {f : ℝ → ℝ → ℝ} {L : ℝ} {u v : ℝ → ℝ}
    (hf : ∀ x ∈ Ioo 0 L, Monotone (f x)) (hu : IsSolution f L u) (hv : IsSolution f L v)
    (h0 : u 0 = v 0) (hL : u L = v L) : EqOn u v (Icc 0 L) :=
  fun x hx => le_antisymm (comparison_principle hf hu hv h0.le hL.le x hx)
    (comparison_principle hf hv hu h0.ge hL.ge x hx)

/-- The source `κ² sinh ψ` is nondecreasing in the potential. -/
theorem pbSource_monotone (κ x : ℝ) : Monotone (pbSource κ x) :=
  fun _ _ hab => mul_le_mul_of_nonneg_left (Real.sinh_le_sinh.mpr hab) (sq_nonneg κ)

/-- Two solutions of `ψ'' = κ² sinh ψ` with the same wall potentials coincide on the slab. -/
theorem poissonBoltzmann_unique {κ L : ℝ} {u v : ℝ → ℝ} (hu : IsSolution (pbSource κ) L u)
    (hv : IsSolution (pbSource κ) L v) (h0 : u 0 = v 0) (hL : u L = v L) :
    EqOn u v (Icc 0 L) :=
  dirichlet_unique (fun x _ => pbSource_monotone κ x) hu hv h0 hL

/-- For any ion mixture with nonnegative concentrations and any fixed charge, two
Poisson-Boltzmann solutions with the same wall potentials coincide on the slab. -/
theorem ionMixture_unique {ι : Type*} [Fintype ι] {z c : ι → ℝ} (hc : ∀ i, 0 ≤ c i)
    {ρ u v : ℝ → ℝ} {L : ℝ} (hu : IsSolution (ionSource z c ρ) L u)
    (hv : IsSolution (ionSource z c ρ) L v) (h0 : u 0 = v 0) (hL : u L = v L) :
    EqOn u v (Icc 0 L) := by
  refine dirichlet_unique (fun x _ a b hab => ?_) hu hv h0 hL
  -- the charge density of each species falls as the potential rises
  have : ∑ i, c i * (z i * Real.exp (-(z i * b))) ≤ ∑ i, c i * (z i * Real.exp (-(z i * a))) := by
    refine Finset.sum_le_sum fun i _ => mul_le_mul_of_nonneg_left ?_ (hc i)
    rcases le_total 0 (z i) with hz | hz
    · exact mul_le_mul_of_nonneg_left (Real.exp_le_exp.mpr (by nlinarith)) hz
    · exact mul_le_mul_of_nonpos_left (Real.exp_le_exp.mpr (by nlinarith)) hz
  unfold ionSource
  linarith

/-- If `0 ≤ ψ ≤ φ` at both walls, with `ψ` a Poisson-Boltzmann and `φ` a Debye-Hückel solution,
then `0 ≤ ψ ≤ φ` throughout. -/
theorem poissonBoltzmann_le_debyeHuckel {κ L : ℝ} {ψ φ : ℝ → ℝ}
    (hψ : IsSolution (pbSource κ) L ψ) (hφ : IsSolution (dhSource κ) L φ)
    (h0 : 0 ≤ ψ 0 ∧ ψ 0 ≤ φ 0) (hL : 0 ≤ ψ L ∧ ψ L ≤ φ L) :
    ∀ x ∈ Icc 0 L, 0 ≤ ψ x ∧ ψ x ≤ φ x := by
  have hz : IsSubsolution (pbSource κ) L (fun _ => 0) :=
    ⟨fun _ => 0, ⟨continuousOn_const, fun _ => 0,
      fun x _ => ⟨hasDerivAt_const x 0, hasDerivAt_const x 0⟩⟩, fun x _ => by simp [pbSource]⟩
  have hpos : ∀ x ∈ Icc 0 L, 0 ≤ ψ x :=
    comparison_sub_super (fun x _ => pbSource_monotone κ x) hz
      ⟨_, hψ, fun _ _ => le_rfl⟩ h0.1 hL.1
  -- `sinh ψ ≥ ψ` makes `ψ` a subsolution of the linear problem
  have hsub : IsSubsolution (dhSource κ) L ψ :=
    ⟨_, hψ, fun x hx => mul_le_mul_of_nonneg_left
      (Real.self_le_sinh_iff.mpr (hpos x (Ioo_subset_Icc_self hx))) (sq_nonneg κ)⟩
  have hm : ∀ x ∈ Ioo 0 L, Monotone (dhSource κ x) :=
    fun _ _ _ _ hab => mul_le_mul_of_nonneg_left hab (sq_nonneg κ)
  exact fun x hx => ⟨hpos x hx,
    comparison_sub_super hm hsub ⟨_, hφ, fun _ _ => le_rfl⟩ h0.2 hL.2 x hx⟩

/-- For `κ ≥ 0` and `|γ| < 1` the Gouy-Chapman profile solves `ψ'' = κ² sinh ψ` on `[0, L]`. -/
theorem gouyChapman_witness {κ γ : ℝ} (hκ : 0 ≤ κ) (hγ : |γ| < 1) (L : ℝ) :
    IsSolution (pbSource κ) L (gouyChapman κ γ) := by
  have ht : ∀ x, HasDerivAt (amplitude κ γ) (-κ * amplitude κ γ x) x := by
    intro x
    have := (((hasDerivAt_id' x).const_mul (-κ)).exp).const_mul γ
    exact this.congr_deriv (by unfold amplitude; ring)
  have hb : ∀ x, 0 ≤ x → 0 < 1 + amplitude κ γ x ∧ 0 < 1 - amplitude κ γ x := by
    intro x hx
    have he := Real.exp_pos (-κ * x)
    have he1 : Real.exp (-κ * x) ≤ 1 := Real.exp_le_one_iff.mpr (by nlinarith)
    have g1 : 0 < 1 + γ := by linarith [(abs_lt.mp hγ).1]
    have g2 : 0 < 1 - γ := by linarith [(abs_lt.mp hγ).2]
    unfold amplitude
    constructor <;> nlinarith [mul_pos he g1, mul_pos he g2]
  have h1 : ∀ x, 0 ≤ x → HasDerivAt (gouyChapman κ γ) (-4 * κ * amplitude κ γ x /
      ((1 + amplitude κ γ x) * (1 - amplitude κ γ x))) x := by
    intro x hx
    have p := (hb x hx).1.ne'
    have q := (hb x hx).2.ne'
    have := ((((ht x).const_add 1).log p).fun_sub (((ht x).const_sub 1).log q)).const_mul 2
    exact this.congr_deriv (by field_simp; ring)
  refine ⟨fun x hx => (h1 x hx.1).continuousAt.continuousWithinAt,
    fun x => -4 * κ * amplitude κ γ x / ((1 + amplitude κ γ x) * (1 - amplitude κ γ x)),
    fun x hx => ⟨h1 x hx.1.le, ?_⟩⟩
  obtain ⟨p, q⟩ := hb x hx.1.le
  have p' := p.ne'
  have q' := q.ne'
  have e1 : Real.exp (gouyChapman κ γ x) =
      ((1 + amplitude κ γ x) / (1 - amplitude κ γ x)) ^ 2 := by
    rw [gouyChapman, two_mul, Real.exp_add, Real.exp_sub, Real.exp_log p, Real.exp_log q, sq]
  have := ((ht x).const_mul (-4 * κ)).fun_div
    (((ht x).const_add 1).fun_mul ((ht x).const_sub 1)) (mul_ne_zero p' q')
  refine this.congr_deriv ?_
  simp only [pbSource]
  rw [Real.sinh_eq, Real.exp_neg, e1]
  field_simp
  ring

/-- For the decreasing source `f(y) = -y` on `[0, π]`, both `sin` and `0` are solutions, `sin`
vanishes at both walls, and it is nonzero at the midpoint. -/
theorem uniqueness_fails_for_decreasing_source :
    IsSolution (fun _ y => -y) Real.pi Real.sin ∧
      IsSolution (fun _ y => -y) Real.pi (fun _ => 0) ∧
      Real.sin 0 = 0 ∧ Real.sin Real.pi = 0 ∧ Real.sin (Real.pi / 2) ≠ 0 :=
  ⟨⟨Real.continuous_sin.continuousOn, Real.cos,
      fun x _ => ⟨Real.hasDerivAt_sin x, Real.hasDerivAt_cos x⟩⟩,
    ⟨continuousOn_const, fun _ => 0, fun x _ =>
      ⟨hasDerivAt_const x 0, (hasDerivAt_const x (0 : ℝ)).congr_deriv (by simp)⟩⟩,
    Real.sin_zero, Real.sin_pi, by simp⟩

end

end PoissonBoltzmannComparison
```

```lean
#print axioms PoissonBoltzmannComparison.poissonBoltzmann_unique
#print axioms PoissonBoltzmannComparison.ionMixture_unique
#print axioms PoissonBoltzmannComparison.poissonBoltzmann_le_debyeHuckel
#print axioms PoissonBoltzmannComparison.uniqueness_fails_for_decreasing_source
```

```
'PoissonBoltzmannComparison.poissonBoltzmann_unique' depends on axioms: [propext, Classical.choice, Quot.sound]
'PoissonBoltzmannComparison.ionMixture_unique' depends on axioms: [propext, Classical.choice, Quot.sound]
'PoissonBoltzmannComparison.poissonBoltzmann_le_debyeHuckel' depends on axioms: [propext, Classical.choice, Quot.sound]
'PoissonBoltzmannComparison.uniqueness_fails_for_decreasing_source' depends on axioms: [propext, Classical.choice, Quot.sound]
```

## How the definitions and lemmas match the physics

`HasCurvature L u c` says that u is continuous on `Icc 0 L` and has on `Ioo 0 L` a derivative whose derivative is `c`; no slope is required at the walls. `IsSolution`, `IsSubsolution` and `IsSupersolution` set this curvature equal to, above or below `f x (u x)`, and `Monotone (f x)` means nondecreasing. In `ionSource` the potential is eΦ/(k_B T), each `c i` is the number density times e²/(εk_B T), and `ρ` is the charge density times e/(εk_B T), with ε a uniform permittivity. Valences ±1 with both cᵢ = κ²/2 and ρ = 0 reproduce κ² sinh ψ.

`weak_maximum_principle` is the convexity argument for any w with w'' ≥ 0 wherever w > 0: `key` gives compactness, `exists_isGreatest` and `exists_isLeast` give a and b, `hin` gives w > 0 between them, and `hconv` with `le_on_segment` gives the bound. `comparison_sub_super` applies it to u − v, with `hc` as the monotonicity step. `comparison_principle` specialises to solutions and `dirichlet_unique` compares both ways; `poissonBoltzmann_unique` (through `pbSource_monotone`) and `ionMixture_unique` supply the sources, the latter splitting on the sign of `z i`. In `poissonBoltzmann_le_debyeHuckel`, `hz` and `hpos` give ψ ≥ 0, `hsub` gives ψ'' ≥ κ²ψ, and `hm` (monotonicity of the linear source) with a final call to `comparison_sub_super` gives ψ ≤ φ. In `gouyChapman_witness`, κ ≥ 0 and |γ| < 1 keep 1 ± t positive for x ≥ 0 (`hb`), `h1` is ψ', and `e1` is exp ψ.

## Limits: existence, boundary conditions, discretisation

The uniqueness theorems say at most one solution. Existence is shown only for wall values taken by a Gouy-Chapman profile, not for arbitrary pairs. Monotonicity is a hypothesis in the general theorems and is proved for the three sources; `uniqueness_fails_for_decreasing_source` shows that for f = −y on [0, π] both sin x and 0 are solutions vanishing at the walls. The theorems concern exact profiles on a finite interval and say nothing about grids, Newton convergence or rounding. Fixed-surface-charge boundaries, the half-space, variable permittivity and higher dimensions are not treated. The cᵢ are reservoir constants, so closed cells, where fixed ion numbers make the prefactors depend on the whole profile, are not covered either.
